# With a cutoff, the quartic perturbation series converges to less than the full integral

Take a classical particle in the potential $x^2/2 + g x^4$ with $g>0$, in units where $k_BT=1$. Its configurational integral is

$$Z(g)=\int_{-\infty}^{\infty} e^{-x^2/2-gx^4}\,dx .$$

If the quartic factor is expanded in powers of $g$ and integrated order by order, the partial sums have no limit, however small $g$ is. If the same calculation is done in a finite box $[-L,L]$, the sums settle down, and the settled number can be mistaken for $Z(g)$. It is too small. The error is at most $(2/L)\,e^{-L^2/2-gL^4}$, and no number of further orders removes it.

For a single classical anharmonic coordinate, then, convergence of the perturbation series in a box says nothing about whether the box is large enough. Carrying this over to many coupled coordinates, or to a quantum path integral, is a separate step that the theorems below do not take.

```lean
import Mathlib

open MeasureTheory Filter Topology Set

namespace CutoffQuarticSeries

noncomputable section
```

## The integral and its expansion

The Boltzmann factor is $w_g(x)=e^{-x^2/2-gx^4}$, without normalisation. In Lean it is `weight g x`, defined for a real `g` of either sign; the theorems add sign conditions where they are needed.

```lean
/-- The weight `exp(-x²/2 - g x⁴)` of a quartic oscillator with coupling `g`. -/
def weight (g x : ℝ) : ℝ := Real.exp (-x ^ 2 / 2 - g * x ^ 4)
```

Its integral over the real line is $Z(g)$, called `fullIntegral g`.

```lean
/-- The full integral of the weight over the real line. -/
def fullIntegral (g : ℝ) : ℝ := ∫ x, weight g x
```

Expanding only the quartic factor gives

$$w_g(x)=\sum_{k=0}^{\infty} d_k(x),\qquad d_k(x)=e^{-x^2/2}\,\frac{(-gx^4)^k}{k!}.$$

The function $d_k$ is `density g k`. Despite the name it is neither a probability density nor an electron density: for $g>0$ its sign alternates with $k$.

```lean
/-- The order-`k` term of the weight expanded in powers of the coupling. -/
def density (g : ℝ) (k : ℕ) (x : ℝ) : ℝ :=
  Real.exp (-x ^ 2 / 2) * ((-g * x ^ 4) ^ k / (k.factorial : ℝ))
```

Integrating $d_k$ over the whole line gives the usual perturbative coefficient with its power of $g$ included, $a_k(g)=\int_{-\infty}^{\infty}d_k\,dx$.

```lean
/-- The order-`k` term integrated over the whole line. -/
def fullTerm (g : ℝ) (k : ℕ) : ℝ := ∫ x, density g k x
```

Integrating the same function over the box gives $a_k(g,L)=\int_{-L}^{L}d_k\,dx$. The cutoff acts on the coordinate $x$, not on the number of orders.

```lean
/-- The order-`k` term integrated from `-L` to `L`. -/
def cutoffTerm (g L : ℝ) (k : ℕ) : ℝ := ∫ x in (-L)..L, density g k x
```

## Every integral is finite

The weight is continuous, which supplies measurability and integrability on bounded intervals.

```lean
lemma continuous_weight (g : ℝ) : Continuous (weight g) := by
  change Continuous (fun x : ℝ => Real.exp (-x ^ 2 / 2 - g * x ^ 4))
  fun_prop
```

For $g\ge 0$ we have $gx^4\ge 0$, so $0<w_g(x)\le e^{-x^2/2}$, and comparison with the Gaussian shows that $Z(g)$ is finite. Lean assigns the value zero to the integral of a non-integrable function, so this check is what makes `fullIntegral g` the intended quantity.

```lean
/-- For nonnegative coupling the weight is integrable over the real line. -/
theorem integrable_weight {g : ℝ} (hg : 0 ≤ g) : Integrable (weight g) := by
  have h := integrable_exp_neg_mul_sq (show (0 : ℝ) < 1 / 2 by norm_num)
  refine h.mono' (continuous_weight g).aestronglyMeasurable (ae_of_all _ fun x => ?_)
  rw [Real.norm_eq_abs, weight, Real.abs_exp]
  apply Real.exp_le_exp.mpr
  have : 0 ≤ g * x ^ 4 := by positivity
  linarith
```

Each order is a constant times a Gaussian moment integrand,

$$d_k(x)=\frac{(-g)^k}{k!}\,x^{4k}e^{-x^2/2},$$

and is therefore integrable for every real $g$. Any divergence of the whole-line series comes from adding the terms, since each term is finite.

```lean
/-- Every order of the expansion is integrable over the whole line. -/
theorem integrable_density (g : ℝ) (k : ℕ) : Integrable (density g k) := by
  have hs : (-1 : ℝ) < ((4 * k : ℕ) : ℝ) :=
    lt_of_lt_of_le (by norm_num) (Nat.cast_nonneg _)
  have h := (integrable_rpow_mul_exp_neg_mul_sq
    (show (0 : ℝ) < 1 / 2 by norm_num) hs).const_mul ((-g) ^ k / (k.factorial : ℝ))
  refine h.congr (ae_of_all _ fun x => ?_)
  simp only [density, Real.rpow_natCast]
  rw [mul_pow, ← pow_mul, show -(1 / 2 : ℝ) * x ^ 2 = -x ^ 2 / 2 by ring]
  ring
```

## In the box, summation and integration commute

For $|x|\le L$,

$$|d_k(x)|\le \frac{(|g|L^4)^k}{k!},\qquad \sum_{k=0}^{\infty}\frac{(|g|L^4)^k}{k!}=e^{|g|L^4}<\infty .$$

The bound does not depend on $x$, and a constant is integrable over a bounded interval. Dominated convergence then gives

$$\sum_{k=0}^{\infty}a_k(g,L)=\int_{-L}^{L}w_g(x)\,dx .$$

`HasSum` states that the series converges to the given value regardless of the order of summation. The first bullet of the code establishes the bound, and the second sums the exponential series at each point. The sign of $g$ plays no role, a freedom that the divergence argument will use.

```lean
/-- With a cutoff `L ≥ 0`, the termwise integrated series converges to the cutoff integral,
for a coupling of either sign. -/
theorem hasSum_cutoffTerm (g : ℝ) {L : ℝ} (hL : 0 ≤ L) :
    HasSum (cutoffTerm g L) (∫ x in (-L)..L, weight g x) := by
  have hc : ∀ k, Continuous (density g k) := fun k => by
    change Continuous (fun x : ℝ =>
      Real.exp (-x ^ 2 / 2) * ((-g * x ^ 4) ^ k / (k.factorial : ℝ)))
    fun_prop
  -- on the bounded interval the order-k term is at most (|g| L⁴)^k / k!
  refine intervalIntegral.hasSum_integral_of_dominated_convergence
    (fun k _ => (|g| * L ^ 4) ^ k / (k.factorial : ℝ))
    (fun k => (hc k).aestronglyMeasurable) (fun k => ae_of_all _ fun x hx => ?_)
    (ae_of_all _ fun x _ => Real.summable_pow_div_factorial _)
    intervalIntegrable_const (ae_of_all _ fun x _ => ?_)
  · rw [uIoc_of_le (by linarith)] at hx
    have hxL : |x| ≤ L := abs_le.mpr ⟨hx.1.le, hx.2⟩
    have he : Real.exp (-x ^ 2 / 2) ≤ 1 :=
      Real.exp_le_one_iff.mpr (by nlinarith [sq_nonneg x])
    rw [density, Real.norm_eq_abs, abs_mul, Real.abs_exp, abs_div, abs_pow, abs_mul,
      abs_neg, abs_pow, Nat.abs_cast]
    calc _ ≤ 1 * ((|g| * |x| ^ 4) ^ k / (k.factorial : ℝ)) := by gcongr
      _ ≤ _ := by rw [one_mul]; gcongr
  · have h := (Real.summable_pow_div_factorial (-g * x ^ 4)).hasSum
    rw [show (∑' n : ℕ, (-g * x ^ 4) ^ n / (n.factorial : ℝ)) = Real.exp (-g * x ^ 4) by
      rw [Real.exp_eq_exp_ℝ, NormedSpace.exp_eq_tsum_div]] at h
    have h2 := h.mul_left (Real.exp (-x ^ 2 / 2))
    rw [← Real.exp_add, show -x ^ 2 / 2 + -g * x ^ 4 = -x ^ 2 / 2 - g * x ^ 4 by ring] at h2
    exact h2
```

## The weight beyond the cutoff

Let $D=L+4gL^3$, the slope of $x^2/2+gx^4$ at $x=L$. For $x\ge L>0$ and $g\ge 0$ the slope $x+4gx^3$ is at least $D$, so

$$w_g(x)\le \frac{x+4gx^3}{D}\,w_g(x)=\frac{d}{dx}\left(-\frac{w_g(x)}{D}\right).$$

The right-hand side integrates exactly. Since $w_g(x)\to 0$ as $x\to\infty$,

$$\int_L^\infty w_g(x)\,dx\le\frac{w_g(L)}{L+4gL^3}.$$

In the code, `hd` is the derivative, `hw` is the decay at infinity, obtained from $w_g(x)\le e^{-x}$ for $x\ge 2$, and the closing `calc` block compares the integrands and evaluates the exact integral.

```lean
/-- For `g ≥ 0` and `L > 0`, the weight beyond `L` integrates to at most its value at `L` divided by
`L + 4 g L³`, the slope of `x²/2 + g x⁴` at `x = L`. -/
theorem tail_le {g L : ℝ} (hg : 0 ≤ g) (hL : 0 < L) :
    ∫ x in Ioi L, weight g x ≤ weight g L / (L + 4 * g * L ^ 3) := by
  have hD : 0 < L + 4 * g * L ^ 3 := by positivity
  have hd : ∀ x ∈ Ici L, HasDerivAt (fun y => -weight g y / (L + 4 * g * L ^ 3))
      (weight g x * (x + 4 * g * x ^ 3) / (L + 4 * g * L ^ 3)) x := by
    intro x _
    have h : HasDerivAt (fun y : ℝ => -y ^ 2 / 2 - g * y ^ 4) (-(x + 4 * g * x ^ 3)) x := by
      refine (((hasDerivAt_pow 2 x).fun_neg.div_const 2).fun_sub
        ((hasDerivAt_pow 4 x).const_mul g)).congr_deriv ?_
      norm_num
      ring
    refine (h.exp.fun_neg.div_const (L + 4 * g * L ^ 3)).congr_deriv ?_
    rw [weight]
    ring
  have hpos : ∀ x ∈ Ioi L,
      0 ≤ weight g x * (x + 4 * g * x ^ 3) / (L + 4 * g * L ^ 3) := by
    intro x hx
    have hx0 : 0 < x := hL.trans hx
    have := Real.exp_pos (-x ^ 2 / 2 - g * x ^ 4)
    rw [weight]
    positivity
  have hw : Tendsto (weight g) atTop (𝓝 0) := by
    refine squeeze_zero' (Eventually.of_forall fun x => (Real.exp_pos _).le) ?_
      Real.tendsto_exp_neg_atTop_nhds_zero
    filter_upwards [eventually_ge_atTop (2 : ℝ)] with x hx
    apply Real.exp_le_exp.mpr
    have : 0 ≤ g * x ^ 4 := by positivity
    nlinarith
  have hlim : Tendsto (fun y => -weight g y / (L + 4 * g * L ^ 3)) atTop (𝓝 0) := by
    simpa using hw.neg.div_const (L + 4 * g * L ^ 3)
  -- beyond L the weight is dominated by an exact derivative
  calc ∫ x in Ioi L, weight g x
      ≤ ∫ x in Ioi L, weight g x * (x + 4 * g * x ^ 3) / (L + 4 * g * L ^ 3) := by
        refine setIntegral_mono_on (integrable_weight hg).integrableOn
          (integrableOn_Ioi_deriv_of_nonneg' hd hpos hlim) measurableSet_Ioi fun x hx => ?_
        have hx' : L ≤ x := le_of_lt hx
        rw [le_div_iff₀ hD]
        exact mul_le_mul_of_nonneg_left (by gcongr) (Real.exp_pos _).le
    _ = weight g L / (L + 4 * g * L ^ 3) := by
        rw [integral_Ioi_of_hasDerivAt_of_nonneg' hd hpos hlim]
        ring
```

The box misses two tails, and they are equal because $w_g(-x)=w_g(x)$:

$$Z(g)-\int_{-L}^{L}w_g(x)\,dx=2\int_L^\infty w_g(x)\,dx .$$

Lean splits the line at $L$ and at $-L$, and reflects the left tail onto the right one.

```lean
/-- For `g ≥ 0`, the full integral minus the integral from `-L` to `L` is twice the integral beyond
`L`. -/
theorem bias_eq {g : ℝ} (hg : 0 ≤ g) (L : ℝ) :
    fullIntegral g - ∫ x in (-L)..L, weight g x = 2 * ∫ x in Ioi L, weight g x := by
  have hi := integrable_weight hg
  have h1 := integral_add_compl (measurableSet_Iic (a := L)) hi
  rw [compl_Iic] at h1
  have h2 := intervalIntegral.integral_Iic_sub_Iic
    (hi.integrableOn (s := Iic (-L))) (hi.integrableOn (s := Iic L))
  have h3 := integral_comp_neg_Iic (-L) (weight g)
  have heven : ∀ x, weight g (-x) = weight g x := fun x => by
    simp only [weight]
    congr 1
    ring
  simp only [heven, neg_neg] at h3
  rw [fullIntegral]
  linarith
```

## On the whole line the terms are unbounded

Suppose, for contradiction, that $|a_k(g)|\le C$ for all $k$. Halve the coupling and reverse its sign. From $-gx^4=(-2)\,(g/2)\,x^4$ it follows that

$$a_k(g)=(-2)^k\,a_k(-g/2),\qquad\text{hence}\qquad |a_k(-g/2)|\le \frac{C}{2^k}.$$

At coupling $-g/2$ every integrand is non-negative, so restricting it to the box can only lower the integral: $a_k(-g/2,L)\le C/2^k$. Summing over $k$ with the box result gives, for every $L\ge 0$,

$$\int_{-L}^{L}e^{-x^2/2+gx^4/2}\,dx\le 2C .$$

This cannot hold for large $L$. Completing the square,

$$-\frac{x^2}{2}+\frac{g x^4}{2}=\frac g2\left(x^2-\frac1{2g}\right)^2-\frac1{8g}\ge-\frac1{8g},$$

so the integrand never falls below $m=e^{-1/(8g)}$ and the integral is at least $2Lm$. Choosing $L=(|C|+1)/m$ gives $2(|C|+1)\le 2C$, a contradiction.

Physically, the reversed coupling describes a potential that falls without limit at large $|x|$. Its Boltzmann factor has no finite integral, and bounded coefficients at $+g$ would force one. In the code, `hterm` is the geometric bound on the box terms, `hup` the upper bound on the integral, and `hlow` the lower bound.

```lean
/-- For `g > 0` the terms integrated over the whole line are unbounded in magnitude. -/
theorem fullTerm_unbounded {g : ℝ} (hg : 0 < g) (C : ℝ) : ∃ k, C < |fullTerm g k| := by
  by_contra! hC
  -- halving and reversing the coupling would make the series geometrically convergent
  have hterm : ∀ L : ℝ, 0 ≤ L → ∀ k, cutoffTerm (-(g / 2)) L k ≤ C * (1 / 2) ^ k := by
    intro L hL k
    have hscale : fullTerm g k = (-2) ^ k * fullTerm (-(g / 2)) k := by
      rw [fullTerm, fullTerm, ← integral_const_mul]
      congr 1
      ext x
      rw [density, density, show -g * x ^ 4 = (-2) * (-(-(g / 2)) * x ^ 4) by ring, mul_pow]
      ring
    have hle : cutoffTerm (-(g / 2)) L k ≤ fullTerm (-(g / 2)) k := by
      rw [cutoffTerm, intervalIntegral.integral_of_le (by linarith)]
      refine setIntegral_le_integral (integrable_density _ k) (ae_of_all _ fun x => ?_)
      change 0 ≤ density (-(g / 2)) k x
      rw [density, neg_neg]
      positivity
    have hk := hC k
    rw [hscale, abs_mul, abs_pow, abs_neg, abs_two] at hk
    refine (hle.trans (le_abs_self _)).trans ?_
    rw [one_div, inv_pow, ← div_eq_mul_inv, le_div_iff₀ (by positivity)]
    linarith
  have hm := Real.exp_pos (-(1 / (8 * g)))
  set m := Real.exp (-(1 / (8 * g))) with hmdef
  have hL : 0 ≤ (|C| + 1) / m := by positivity
  set L := (|C| + 1) / m with hLdef
  have hup := hasSum_le (hterm L hL) (hasSum_cutoffTerm _ hL)
    (hasSum_geometric_two.mul_left C)
  -- but the reversed weight never falls below m, so its integral grows with L
  have hlow : ∫ _x in (-L)..L, m ≤ ∫ x in (-L)..L, weight (-(g / 2)) x := by
    refine intervalIntegral.integral_mono_on (by linarith) intervalIntegrable_const
      ((continuous_weight _).intervalIntegrable _ _) fun x _ => ?_
    apply Real.exp_le_exp.mpr
    have h : -x ^ 2 / 2 - -(g / 2) * x ^ 4 - -(1 / (8 * g))
        = g / 2 * (x ^ 2 - 1 / (2 * g)) ^ 2 := by
      field_simp
      ring
    have : 0 ≤ g / 2 * (x ^ 2 - 1 / (2 * g)) ^ 2 := by positivity
    linarith
  rw [intervalIntegral.integral_const, smul_eq_mul] at hlow
  have hLm : L * m = |C| + 1 := div_mul_cancel₀ _ hm.ne'
  nlinarith [le_abs_self C]
```

## Divergence, convergence and bias together

For $g>0$ and $L>0$ the main theorem makes two statements.

- No real number $S$ is the limit of the partial sums $\sum_{k<N}a_k(g)$ as $N\to\infty$. The sums are taken in the usual order, so this excludes conditional convergence as well.
- The box series has a sum $S$ with
$$S<Z(g)\qquad\text{and}\qquad Z(g)-S\le\frac2L\,e^{-L^2/2-gL^4}.$$

For the first, consecutive partial sums differ by $a_N(g)$. If the partial sums converged, these differences would tend to zero and so be bounded, contradicting the previous result.

For the second, $S$ is the box integral, and the bias is twice the tail. The tail is strictly positive because it contains $\int_L^{L+1}w_g(x)\,dx>0$. The upper bound follows from the tail estimate and $L+4gL^3\ge L$:

$$Z(g)-S\le\frac{2\,w_g(L)}{L+4gL^3}\le\frac{2\,w_g(L)}{L}.$$

The middle expression is the sharper estimate; the theorem states the simpler one.

```lean
/-- For `g, L > 0`, the termwise integrated series diverges on the whole line. On `[-L, L]` it
converges to a value below the full integral by at most `(2/L) exp(-L²/2 - g L⁴)`. -/
theorem cutoff_convergence_and_bias {g L : ℝ} (hg : 0 < g) (hL : 0 < L) :
    (¬ ∃ S, Tendsto (fun N => ∑ k ∈ Finset.range N, fullTerm g k) atTop (𝓝 S)) ∧
    ∃ S, HasSum (cutoffTerm g L) S ∧ S < fullIntegral g ∧
      fullIntegral g - S ≤ 2 / L * Real.exp (-L ^ 2 / 2 - g * L ^ 4) := by
  constructor
  · -- convergent partial sums would have bounded increments
    rintro ⟨S, hS⟩
    have h := (((tendsto_add_atTop_iff_nat 1).mpr hS).sub hS).abs
    simp only [Finset.sum_range_succ, add_sub_cancel_left] at h
    obtain ⟨C, hC⟩ := h.bddAbove_range
    obtain ⟨k, hk⟩ := fullTerm_unbounded hg C
    exact absurd (hC ⟨k, rfl⟩) (not_le_of_gt hk)
  · refine ⟨_, hasSum_cutoffTerm g hL.le, ?_, ?_⟩
    · have hpos : 0 < ∫ x in L..(L + 1), weight g x :=
        intervalIntegral.intervalIntegral_pos_of_pos
          ((continuous_weight g).intervalIntegrable _ _) (fun x => Real.exp_pos _)
          (by linarith)
      rw [intervalIntegral.integral_of_le (by linarith)] at hpos
      have hle : ∫ x in Ioc L (L + 1), weight g x ≤ ∫ x in Ioi L, weight g x :=
        setIntegral_mono_set (integrable_weight hg.le).integrableOn
          (ae_of_all _ fun x => (Real.exp_pos _).le) Ioc_subset_Ioi_self.eventuallyLE
      linarith [bias_eq hg.le L]
    · rw [bias_eq hg.le L]
      have hw : 0 ≤ weight g L := (Real.exp_pos _).le
      have h : weight g L / (L + 4 * g * L ^ 3) ≤ weight g L / L :=
        div_le_div_of_nonneg_left hw hL (le_add_of_nonneg_right (by positivity))
      calc 2 * ∫ x in Ioi L, weight g x ≤ 2 * (weight g L / L) := by
            linarith [tail_le hg.le hL]
        _ = 2 / L * Real.exp (-L ^ 2 / 2 - g * L ^ 4) := by rw [weight]; ring
```

## Removing the cutoff after summation

For $g\ge 0$ the box integrals tend to the integral over the line, and for $L\ge 0$ each equals the sum of its series. Therefore

$$\lim_{L\to\infty}\sum_{k=0}^{\infty}a_k(g,L)=Z(g).$$

The order of the two operations matters when $g>0$. Summing first and then enlarging the box recovers $Z(g)$, whereas letting $L\to\infty$ in each term first leads back to the whole-line series, which diverges. In Lean, `∑'` denotes the value of the infinite sum, and the proof replaces it by the box integral for all $L\ge 0$ before taking the limit.

```lean
/-- For `g ≥ 0`, the sums of the cutoff series tend to the full integral as the cutoff `L`
goes to infinity. -/
theorem tendsto_cutoff_sum {g : ℝ} (hg : 0 ≤ g) :
    Tendsto (fun L => ∑' k, cutoffTerm g L k) atTop (𝓝 (fullIntegral g)) := by
  have h := intervalIntegral_tendsto_integral (integrable_weight hg)
    tendsto_neg_atTop_atBot tendsto_id
  refine h.congr' ?_
  filter_upwards [eventually_ge_atTop (0 : ℝ)] with L hL
  exact (hasSum_cutoffTerm g hL).tsum_eq.symm

end

end CutoffQuarticSeries
```

```lean
#print axioms CutoffQuarticSeries.cutoff_convergence_and_bias
#print axioms CutoffQuarticSeries.tendsto_cutoff_sum
```

```
'CutoffQuarticSeries.cutoff_convergence_and_bias' depends on axioms: [propext, Classical.choice, Quot.sound]
'CutoffQuarticSeries.tendsto_cutoff_sum' depends on axioms: [propext, Classical.choice, Quot.sound]
```
